# The antisymmetrized product of two antisymmetric functions as a signed sum over particle selections

## Six terms in place of twenty-four?

The antisymmetrized product of two antisymmetric functions, $F$ of $m$ electrons and $G$ of $n$ electrons, is supposed to be a signed sum over the ways of choosing which $m$ electrons go into $F$. For two electron pairs that makes six terms, but the antisymmetrizer has $4! = 24$ permutations. I believe that the others are repetitions, but I can't see what fixes the sign of each remaining term. Does this work if $F$ and $G$ are correlated functions and not single determinants? And what goes wrong if one of them isn't antisymmetric?

## One term per selection, for any antisymmetric $F$ and $G$

It works for all antisymmetric $F$ and $G$, correlated or not:

$$
\mathcal A(FG)(x)=\frac{m!\,n!}{(m+n)!}\sum_{S}(-1)^{\mathrm{inv}(S)}\,F(x_S)\,G(x_{\mathrm{rest}}).
$$

Here $x=(x_0,\dots,x_{m+n-1})$ lists the electrons' coordinates, spin included, and $S$ runs over the $m$-element sets of electron labels. The coordinates with labels in $S$ form $x_S$, the others form $x_{\mathrm{rest}}$, and both are listed by increasing label. The number $\mathrm{inv}(S)$ counts the pairs in which an electron outside $S$ has a smaller label than one in $S$. The antisymmetrizer $\mathcal A$ is the signed average over all permutations, with prefactor $1/(m+n)!$; many textbooks use $1/\sqrt{(m+n)!}$ instead.

For your two pairs, writing $F_{01}$ for $F(x_0,x_1)$ and so on,

$$
\mathcal A(FG)=\tfrac16\left(F_{01}G_{23}-F_{02}G_{13}+F_{03}G_{12}+F_{12}G_{03}-F_{13}G_{02}+F_{23}G_{01}\right).
$$

In electronic structure this is the expansion of an antisymmetrized product of two group functions, such as a core and a valence part, when each group has a fixed number of electrons.

### Sorting the permutations by who goes into $F$

Write $(x\circ\pi)_i=x_{\pi(i)}$. By definition,

$$
\mathcal A(FG)(x)=\frac1{(m+n)!}\sum_\pi \operatorname{sgn}(\pi)\,F(x_{\pi(0)},\dots,x_{\pi(m-1)})\,G(x_{\pi(m)},\dots,x_{\pi(m+n-1)}).
$$

**Sign rule.** Antisymmetry says that one exchange $\tau$ gives $F(x\circ\tau)=-F(x)$. If the rule $F(x\circ\sigma)=\operatorname{sgn}(\sigma)F(x)$ holds for $\sigma$, it holds for $\tau\sigma$, because

$$
F(x\circ\tau\sigma)=F((x\circ\tau)\circ\sigma)=\operatorname{sgn}(\sigma)F(x\circ\tau)=-\operatorname{sgn}(\sigma)F(x).
$$

Every permutation is a product of exchanges, so the rule holds for all of them, and likewise for $G$.

**Factorization.** Let $S$ be the set of labels that $\pi$ sends into $F$. List $S$ as $s_0<\dots<s_{m-1}$ and its complement as $r_0<\dots<r_{n-1}$. Then $\pi(i)=s_{\alpha(i)}$ and $\pi(m+j)=r_{\beta(j)}$ for exactly one pair of permutations $\alpha$, $\beta$. Hence $\pi=w_S(\alpha\oplus\beta)$, where $\alpha\oplus\beta$ permutes within the two groups and the shuffle $w_S$ sends $i$ to $s_i$ and $m+j$ to $r_j$. The count agrees: $\binom{m+n}{m}\,m!\,n!=(m+n)!$.

**Sign of the shuffle.** The sign of a permutation is $-1$ to the number of pairs that it puts out of order. In the list $s_0,\dots,s_{m-1},r_0,\dots,r_{n-1}$ each group is increasing, so only mixed pairs can be out of order, and they are when $r_j<s_i$. Thus $\operatorname{sgn}(w_S)=(-1)^{\mathrm{inv}(S)}$, which is the sign you were looking for.

**Cancellation.** The term belonging to $\pi$ is

$$
(-1)^{\mathrm{inv}(S)}\operatorname{sgn}(\alpha)\operatorname{sgn}(\beta)\cdot\operatorname{sgn}(\alpha)F(x_S)\cdot\operatorname{sgn}(\beta)G(x_{\mathrm{rest}}).
$$

The inner signs square to one. All $m!\,n!$ choices of $\alpha$ and $\beta$ therefore give the same term, and this multiplicity is the numerator of the prefactor. For two pairs, each of the six terms occurs four times.

### A symmetric $F$ breaks the formula

Take $m=2$, $n=1$ and let $F$ and $G$ both be the constant $1$. A function of one electron is antisymmetric trivially, since there is nothing to exchange, so only $F$ violates the hypothesis. The left side is zero, because the signs of the six permutations cancel. On the right the three selections $\{0,1\}$, $\{0,2\}$, $\{1,2\}$ carry the signs $+,-,+$, which gives $\frac{2!\,1!}{3!}(1-1+1)=\frac13$. So it is not enough that $|F|^2$ is unchanged by exchange. With $m=1$ and $n=2$ the same constants show this for $G$.

### The same statement in Lean

A configuration is a function `x : Fin N → X`, which gives each of $N$ labelled particles a point of an arbitrary set `X`; for electrons, a point is a position together with a spin value. Labels start at zero. A wavefunction is any complex function of configurations, and `IsAntisymmetric` is the Pauli principle in the form of a sign change under every exchange of two distinct particles.

`asym` is $\mathcal A$, and `product F G` gives the first `m` particles to `F` and the last `n` to `G`. A `Selection m n` is a set $S$ of `m` labels. The increasing lists $s_i$ and $r_j$ are `chosen S` and `rest S`, so `x ∘ chosen S` is $x_S$. The name `inv` stands for the number of inversions, not for an inverse.

The theorem `asym_product` assumes that `F` and `G` are antisymmetric and states the formula at every configuration `x`, for all `m` and `n`, zero included. It is an identity between function values. `X` carries no measure, so the step from here to normalized states in a Hilbert space is left open: the norm of $\mathcal A(FG)$ depends on integrals over `F` and `G`.

```lean
import Mathlib

open Equiv

namespace AntisymmetrizedProduct

noncomputable section

variable {X : Type*} {m n N : ℕ}

/-- A wavefunction is antisymmetric if exchanging any two distinct particles changes its sign. -/
def IsAntisymmetric (F : (Fin N → X) → ℂ) : Prop :=
  ∀ (i j : Fin N), i ≠ j → ∀ x, F (x ∘ swap i j) = -F x

/-- The antisymmetrizer: the signed average over all permutations of the particles. -/
def asym (F : (Fin N → X) → ℂ) (x : Fin N → X) : ℂ :=
  (1 / (N.factorial : ℂ)) * ∑ σ : Perm (Fin N), ((Perm.sign σ : ℤ) : ℂ) * F (x ∘ σ)

/-- The plain product: `F` takes the first `m` particles and `G` the last `n`. -/
def product (F : (Fin m → X) → ℂ) (G : (Fin n → X) → ℂ) (x : Fin (m + n) → X) : ℂ :=
  F (fun i => x (Fin.castAdd n i)) * G (fun j => x (Fin.natAdd m j))

/-- A choice of `m` out of `m + n` particles. -/
abbrev Selection (m n : ℕ) := {S : Finset (Fin (m + n)) // S.card = m}

/-- A choice of `m` out of `m + n` particles leaves `n` particles. -/
theorem card_rest (S : Selection m n) : (S.1ᶜ).card = n := by
  rw [Finset.card_compl, S.2, Fintype.card_fin]
  omega

/-- The chosen particles in increasing order. -/
def chosen (S : Selection m n) : Fin m ↪o Fin (m + n) := S.1.orderEmbOfFin S.2

/-- The remaining particles in increasing order. -/
def rest (S : Selection m n) : Fin n ↪o Fin (m + n) := S.1ᶜ.orderEmbOfFin (card_rest S)

/-- The number of pairs in which a remaining particle comes before a chosen one. -/
def inv (S : Selection m n) : ℕ :=
  (Finset.univ.filter fun p : Fin m × Fin n => rest S p.2 < chosen S p.1).card

/-- The permutation that lists the chosen particles first and then the remaining ones. -/
def shuffle (S : Selection m n) : Perm (Fin (m + n)) :=
  finSumFinEquiv.symm.trans (finSumEquivOfFinset S.2 (card_rest S))

/-- The permutation that acts by `α` on the first `m` and by `β` on the last `n` particles. -/
def within (α : Perm (Fin m)) (β : Perm (Fin n)) : Perm (Fin (m + n)) :=
  finSumFinEquiv.permCongr (Perm.sumCongr α β)

/-- A permutation within the two groups followed by a shuffle sends the first group to the
chosen particles and the second group to the remaining ones. -/
theorem shuffle_within (S : Selection m n) (α : Perm (Fin m)) (β : Perm (Fin n)) :
    (∀ i, (shuffle S * within α β) (Fin.castAdd n i) = chosen S (α i)) ∧
    (∀ j, (shuffle S * within α β) (Fin.natAdd m j) = rest S (β j)) := by
  constructor <;> intro i <;>
    simp [shuffle, within, chosen, rest, Equiv.permCongr_apply]

/-- An antisymmetric wavefunction picks up the sign of any permutation of its particles. -/
theorem IsAntisymmetric.perm {F : (Fin N → X) → ℂ} (hF : IsAntisymmetric F)
    (σ : Perm (Fin N)) : ∀ x, F (x ∘ σ) = ((Perm.sign σ : ℤ) : ℂ) * F x := by
  refine Perm.swap_induction_on σ (fun x => by simp) ?_
  intro f i j hij ih x
  have h : x ∘ (swap i j * f : Perm (Fin N)) = (x ∘ swap i j) ∘ f := rfl
  rw [h, ih, hF i j hij, Perm.sign_mul, Perm.sign_swap hij]
  simp

/-- The sign of the shuffle belonging to `S` is `(-1) ^ inv S`. -/
theorem sign_shuffle (S : Selection m n) : Perm.sign (shuffle S) = (-1) ^ inv S := by
  have hc : ∀ i, shuffle S (Fin.castAdd n i) = chosen S i := fun i => by
    simp [shuffle, chosen]
  have hr : ∀ j, shuffle S (Fin.natAdd m j) = rest S j := fun j => by
    simp [shuffle, rest]
  obtain ⟨g, hg⟩ : ∃ g : Fin (m + n) → Fin (m + n) → ℤˣ, ∀ i j, g i j =
      if i < j then (if shuffle S i < shuffle S j then 1 else -1) else 1 :=
    ⟨_, fun _ _ => rfl⟩
  -- pairs within one group keep their order; only mixed pairs contribute
  have g1 : ∀ i j : Fin m, g (Fin.castAdd n i) (Fin.castAdd n j) = 1 := by
    intro i j
    rw [hg, hc, hc]
    split_ifs with a b
    exacts [rfl, absurd ((chosen S).strictMono (show i < j from a)) b, rfl]
  have g2 : ∀ (i : Fin m) (j : Fin n), g (Fin.castAdd n i) (Fin.natAdd m j) =
      if chosen S i < rest S j then 1 else -1 := by
    intro i j
    have h : Fin.castAdd n i < Fin.natAdd m j := by
      show i.val < m + j.val
      have := i.isLt
      omega
    rw [hg, hc, hr, if_pos h]
  have g3 : ∀ (j : Fin n) (i : Fin m), g (Fin.natAdd m j) (Fin.castAdd n i) = 1 := by
    intro j i
    have h : ¬ Fin.natAdd m j < Fin.castAdd n i := by
      show ¬ (m + j.val < i.val)
      have := i.isLt
      omega
    rw [hg, if_neg h]
  have g4 : ∀ i j : Fin n, g (Fin.natAdd m i) (Fin.natAdd m j) = 1 := by
    intro i j
    rw [hg, hr, hr]
    split_ifs with a b
    · rfl
    · have h : m + i.val < m + j.val := a
      exact absurd ((rest S).strictMono (Fin.lt_def.2 (by omega))) b
    · rfl
  have h : ∀ i, ∏ j ∈ Finset.Ioi i, (if shuffle S i < shuffle S j then (1 : ℤˣ) else -1)
      = ∏ j, g i j := by
    intro i
    simp only [hg]
    rw [← Finset.prod_filter]
    exact Finset.prod_congr (by ext j; simp) fun _ _ => rfl
  rw [Perm.sign_eq_prod_prod_Ioi, Finset.prod_congr rfl fun i _ => h i]
  simp only [Fin.prod_univ_add, g1, g2, g3, g4, Finset.prod_const_one, one_mul, mul_one]
  rw [inv, ← Finset.prod_const, Finset.prod_filter, Fintype.prod_prod_type]
  refine Finset.prod_congr rfl fun i _ => Finset.prod_congr rfl fun j _ => ?_
  show (if chosen S i < rest S j then (1 : ℤˣ) else -1) =
    if rest S j < chosen S i then -1 else 1
  have h1 : chosen S i ∈ S.1 := Finset.orderEmbOfFin_mem _ _ _
  have h2 : rest S j ∈ S.1ᶜ := Finset.orderEmbOfFin_mem _ _ _
  have hne : chosen S i ≠ rest S j := fun e => Finset.mem_compl.1 h2 (by rw [← e]; exact h1)
  rcases lt_or_gt_of_ne hne with h | h
  · rw [if_pos h, if_neg (lt_asymm h)]
  · rw [if_neg (lt_asymm h), if_pos h]

/-- Every permutation of `m + n` particles is, in exactly one way, a permutation within the two
groups followed by a shuffle. -/
theorem shuffle_bijective : Function.Bijective
    (fun p : Selection m n × Perm (Fin m) × Perm (Fin n) =>
      shuffle p.1 * within p.2.1 p.2.2) := by
  rw [Fintype.bijective_iff_injective_and_card]
  constructor
  · rintro ⟨S, α, β⟩ ⟨T, γ, δ⟩ h
    have h' : shuffle S * within α β = shuffle T * within γ δ := h
    have e1 : ∀ i, chosen S (α i) = chosen T (γ i) := fun i => by
      rw [← (shuffle_within S α β).1, h', (shuffle_within T γ δ).1]
    have e2 : ∀ j, rest S (β j) = rest T (δ j) := fun j => by
      rw [← (shuffle_within S α β).2, h', (shuffle_within T γ δ).2]
    -- the image of the first group determines the selection
    have hST : S = T := by
      refine Subtype.ext (Finset.eq_of_subset_of_card_le (fun s hs => ?_) (by rw [S.2, T.2]))
      obtain ⟨i, rfl⟩ : s ∈ Set.range (chosen S) := by
        rw [chosen, Finset.range_orderEmbOfFin]
        exact Finset.mem_coe.2 hs
      have := e1 (α.symm i)
      rw [Equiv.apply_symm_apply] at this
      rw [this]
      exact Finset.orderEmbOfFin_mem _ _ _
    subst hST
    have hα : α = γ := Equiv.ext fun i => (chosen S).injective (e1 i)
    have hβ : β = δ := Equiv.ext fun j => (rest S).injective (e2 j)
    rw [hα, hβ]
  · have h := Nat.choose_mul_factorial_mul_factorial (Nat.le_add_right m n)
    rw [Nat.add_sub_cancel_left] at h
    simp only [Fintype.card_prod, Fintype.card_perm, Fintype.card_fin, Fintype.card_finset_len]
    rw [← mul_assoc]
    exact h

/-- For antisymmetric `F` and `G`, the antisymmetrized product is `m! n! / (m + n)!` times the
signed sum over all ways to give `m` of the particles to `F` and the others to `G`. -/
theorem asym_product {F : (Fin m → X) → ℂ} {G : (Fin n → X) → ℂ}
    (hF : IsAntisymmetric F) (hG : IsAntisymmetric G) (x : Fin (m + n) → X) :
    asym (product F G) x = (m.factorial * n.factorial / (m + n).factorial : ℂ) *
      ∑ S : Selection m n, (-1) ^ inv S * (F (x ∘ chosen S) * G (x ∘ rest S)) := by
  -- the signs of the inner permutations cancel
  have term : ∀ (S : Selection m n) (α : Perm (Fin m)) (β : Perm (Fin n)),
      ((Perm.sign (shuffle S * within α β) : ℤ) : ℂ) *
        product F G (x ∘ (shuffle S * within α β : Perm (Fin (m + n)))) =
      (-1) ^ inv S * (F (x ∘ chosen S) * G (x ∘ rest S)) := by
    intro S α β
    have hp : product F G (x ∘ (shuffle S * within α β : Perm (Fin (m + n)))) =
        F ((x ∘ chosen S) ∘ α) * G ((x ∘ rest S) ∘ β) := by
      simp only [product, Function.comp_apply, (shuffle_within S α β).1,
        (shuffle_within S α β).2]
      rfl
    have hs : ((Perm.sign (shuffle S * within α β) : ℤ) : ℂ) =
        (-1) ^ inv S * (((Perm.sign α : ℤ) : ℂ) * ((Perm.sign β : ℤ) : ℂ)) := by
      rw [Perm.sign_mul, sign_shuffle, within, Perm.sign_permCongr, Perm.sign_sumCongr]
      push_cast
      ring
    rw [hp, hs, hF.perm, hG.perm]
    rcases Int.units_eq_one_or (Perm.sign α) with a | a <;>
      rcases Int.units_eq_one_or (Perm.sign β) with b | b <;> simp [a, b]
  rw [asym, ← shuffle_bijective.sum_comp]
  simp only [Fintype.sum_prod_type, term, Finset.sum_const, Finset.card_univ, Fintype.card_prod,
    Fintype.card_perm, Fintype.card_fin, nsmul_eq_mul, Nat.cast_mul, ← Finset.mul_sum]
  ring

/-- The unnormalized Slater determinant of `N` orbitals, each localized on one of `N` sites. -/
def siteSlater (x : Fin N → Fin N) : ℂ :=
  ((1 : Matrix (Fin N) (Fin N) ℂ).submatrix id x).det

/-- The Slater determinant of the site-localized orbitals is antisymmetric, and it equals `1`
when particle `i` sits on site `i`. -/
theorem isAntisymmetric_witness :
    IsAntisymmetric (siteSlater (N := N)) ∧ siteSlater (id : Fin N → Fin N) = 1 := by
  refine ⟨fun i j hij x => ?_, by simp [siteSlater]⟩
  show (((1 : Matrix (Fin N) (Fin N) ℂ).submatrix id x).submatrix id (swap i j)).det = _
  rw [Matrix.det_permute', Perm.sign_swap hij]
  simp [siteSlater]

end

end AntisymmetrizedProduct
```

```lean
#print axioms AntisymmetrizedProduct.asym_product
```

```
'AntisymmetrizedProduct.asym_product' depends on axioms: [propext, Classical.choice, Quot.sound]
```

### From the hand derivation to the lemmas

`IsAntisymmetric.perm` is the sign rule. Its induction, `Perm.swap_induction_on`, builds a permutation from exchanges one at a time, as above.

`shuffle S` is $w_S$ and `within α β` is $\alpha\oplus\beta$. The lemma `shuffle_within` records where their product sends each label: to `chosen S (α i)` in the first group and to `rest S (β j)` in the second.

`sign_shuffle` starts from Mathlib's formula for the sign as a product over pairs of labels. The auxiliary function `g` holds the factor of each pair, and `g1` to `g4` evaluate it on the four blocks. Pairs within one group give $1$ because both lists increase. What remains is a product over mixed pairs, with a factor $-1$ whenever `rest S j < chosen S i`, and this is `(-1) ^ inv S`.

`shuffle_bijective` is the factorization. If two triples $(S,\alpha,\beta)$ give the same permutation, the image of the first group fixes $S$, and injectivity of the two lists then fixes $\alpha$ and $\beta$. Surjectivity isn't shown by constructing $\alpha$ and $\beta$; it follows from injectivity and the count $\binom{m+n}{m}\,m!\,n!=(m+n)!$.

In `asym_product`, the step `term` is the cancellation, settled by running through the possible values $\pm1$ of the two inner signs. The sum over permutations is then rewritten as a sum over triples by `shuffle_bijective.sum_comp`. Since the summand no longer depends on $\alpha$ and $\beta$, summing over them yields the factor $m!\,n!$.

Finally, `isAntisymmetric_witness` shows that the hypothesis has nonzero examples for every particle number. The determinant `siteSlater` puts $N$ particles into $N$ orbitals, each localized on a different one of $N$ sites. Exchanging two particles exchanges two columns and flips the sign, and the value is $1$ when particle $i$ sits on site $i$. The normalized Slater determinant has the value $1/\sqrt{N!}$ there.
